# Equal-exponent s Gaussians on an n^d grid have (2n−1)^d distinct product centres for n ≥ 1

When molecular orbitals are expanded in Gaussian basis functions, the electron density and the two-electron integrals are built from products of pairs of basis functions. The product of two s Gaussians is again an s Gaussian, centred on the line between the two original centres. If the basis functions sit at irregular positions, almost every unordered pair has a centre of its own. If they sit on a regular grid, many pairs share one, and the question is how many distinct centres remain.

Take s Gaussians of one exponent α > 0 at all points of {0, …, n−1}^d, with n ≥ 1. There are n^d functions and n^(2d) ordered pairs, but only (2n−1)^d distinct product centres. For n = 10 in three dimensions, a million ordered pairs share 6859 centres.

## From pair products to a grid of half the spacing

Write the unnormalised Gaussian with exponent α and centre A as

g(α, A; r) = exp(−α |r − A|²).

Along axis i, completing the square gives

(r_i − A_i)² + (r_i − B_i)² = 2 (r_i − (A_i + B_i)/2)² + (A_i − B_i)²/2.

Multiplying by −α, summing over i and exponentiating yields the product rule

g(α, A; r) g(α, B; r) = exp(−(α/2) |A − B|²) g(2α, (A + B)/2; r).

The product is thus a Gaussian at the midpoint. To count centres, we must also know that the same function cannot be written as a Gaussian of exponent 2α about some other point. Suppose that, for all r,

K g(p, P; r) = L g(p, Q; r), with p ≠ 0 and K ≠ 0.

Let t = exp(−p |P − Q|²), which is the value of either Gaussian at the centre of the other. Setting r = P gives K = L t, and setting r = Q gives K t = L. Hence K t² = K, so t² = 1. Since t is positive, t = 1, which means p |P − Q|² = 0 and therefore P = Q. The product centres are exactly the midpoints.

Now let the Gaussians occupy a rectangular box of lattice points with spacing a and m_i intervals along axis i. Their coordinates are a k_i with k_i = 0, …, m_i. The midpoint of the points with indices k and l has coordinates

(a k_i + a l_i)/2 = (a/2)(k_i + l_i), with 0 ≤ k_i + l_i ≤ 2m_i.

It lies on the box with spacing a/2 and 2m_i intervals. Every point of that finer box occurs, because any integer s_i from 0 to 2m_i splits as

s_i = ⌊s_i/2⌋ + ⌊(s_i + 1)/2⌋,

and neither part exceeds m_i. For a ≠ 0, different indices give different points, so the number of centres is

∏_i (2m_i + 1).

The grid {0, …, n−1}^d has a = 1 and m_i = n − 1, which gives (2n−1)^d. Since 2m_i + 1 ≤ 2(m_i + 1), the number of centres is also at most 2^d times the number of Gaussians: at fixed dimension it grows linearly with the basis, whereas the number of pairs grows quadratically.

One consequence for electronic structure is that the electron density of orbitals expanded in this single-exponent s basis is a linear combination of at most (2n−1)^d Gaussians of exponent 2α, because all pair products with the same centre differ only by a constant factor.

## Gaussians, centres and grids in Lean

A point of d-dimensional space is a function `Fin d → ℝ`, which assigns a real coordinate to each axis. The dimension d is any natural number. At d = 0 space has a single point and all the counts are 1.

```lean
import Mathlib

open Finset

namespace GaussianProductCentres

noncomputable section

variable {d : ℕ}
```

The basis function carries no normalisation constant.

```lean
/-- The unnormalised s Gaussian `exp (-α |r - A|²)` with exponent `α` and centre `A`
in `d` dimensions. -/
def sGaussian (α : ℝ) (A r : Fin d → ℝ) : ℝ :=
  Real.exp (-α * ∑ i, (r i - A i) ^ 2)
```

A normalised s Gaussian has the additional factor (2α/π)^(d/4). The product of two of them has the prefactor (2α/π)^(d/2) exp(−(α/2)|A − B|²) in front of the unnormalised Gaussian of exponent 2α. Normalisation therefore changes the constant and leaves the centre where it was.

A product centre is defined by what the product looks like as a function of position, and the midpoint formula is left to be proved.

```lean
/-- The points `P` such that the product of two Gaussians of exponent `α` centred in `S` is,
as a function of position, a constant times the Gaussian of exponent `2α` centred at `P`. -/
def productCentres (α : ℝ) (S : Set (Fin d → ℝ)) : Set (Fin d → ℝ) :=
  {P | ∃ A ∈ S, ∃ B ∈ S, ∃ K : ℝ, ∀ r,
    sGaussian α A r * sGaussian α B r = K * sGaussian (2 * α) P r}
```

Here `S` is the set of positions of the basis functions. A point `P` belongs to `productCentres α S` if some pair `A`, `B` from `S`, possibly with `A` equal to `B`, has a product equal to a constant `K` times the Gaussian of exponent 2α at `P`. The result is a set, so a centre shared by many pairs is counted once.

The box of lattice points is finite, although its name contains the word lattice. The number `m i` counts intervals, so axis `i` carries `m i + 1` points.

```lean
/-- The rectangular box of lattice points with spacing `a` and `m i` intervals, hence
indices `0, …, m i`, along axis `i`. -/
def boxLattice (a : ℝ) (m : Fin d → ℕ) : Set (Fin d → ℝ) :=
  {P | ∃ k : Fin d → ℕ, (∀ i, k i ≤ m i) ∧ P = fun i => a * (k i : ℝ)}
```

The cubic grid is described by the number n of points along each edge, with indices running from 0 to n − 1.

```lean
/-- The cubic grid `{0, …, n-1}^d`. -/
def cubicGrid (d n : ℕ) : Set (Fin d → ℝ) :=
  {P | ∃ k : Fin d → ℕ, (∀ i, k i < n) ∧ P = fun i => (k i : ℝ)}
```

## The product rule and the uniqueness of the centre

The first theorem is the product rule for equal exponents. It holds for every real α.

```lean
/-- Gaussian product rule for equal exponents: the product is a Gaussian of doubled exponent
at the midpoint, times the prefactor `exp (-(α/2) |A - B|²)`. -/
theorem gaussian_product (α : ℝ) (A B r : Fin d → ℝ) :
    sGaussian α A r * sGaussian α B r =
      Real.exp (-(α / 2) * ∑ i, (A i - B i) ^ 2) *
        sGaussian (2 * α) (fun i => (A i + B i) / 2) r := by
  unfold sGaussian
  rw [← Real.exp_add, ← Real.exp_add]
  congr 1
  simp only [Finset.mul_sum, ← Finset.sum_add_distrib]
  -- the identity holds separately along each axis
  exact Finset.sum_congr rfl fun i _ => by ring
```

The two uses of `Real.exp_add` combine the exponentials on each side into one, and `congr 1` leaves an equation between exponents. After the sums over axes have been merged, `ring` verifies the completed square on each axis.

The next theorem says that a nonzero multiple of a Gaussian determines its centre.

```lean
/-- If a nonzero multiple of one Gaussian equals a multiple of another with the same nonzero
exponent at every point, then their centres coincide. -/
theorem centre_unique {p K L : ℝ} {P Q : Fin d → ℝ} (hp : p ≠ 0) (hK : K ≠ 0)
    (h : ∀ r, K * sGaussian p P r = L * sGaussian p Q r) : P = Q := by
  have self : ∀ A : Fin d → ℝ, sGaussian p A A = 1 := fun A => by simp [sGaussian]
  have hs : ∑ i, (P i - Q i) ^ 2 = ∑ i, (Q i - P i) ^ 2 :=
    Finset.sum_congr rfl fun i _ => by ring
  have symm : sGaussian p Q P = sGaussian p P Q := by
    unfold sGaussian
    rw [hs]
  -- compare the two functions at both centres
  have h1 := h P
  have h2 := h Q
  rw [self P, symm] at h1
  rw [self Q] at h2
  have pos : 0 < sGaussian p P Q := Real.exp_pos _
  have he : sGaussian p P Q ^ 2 = 1 :=
    mul_left_cancel₀ hK (by linear_combination sGaussian p P Q * h2 - h1)
  have he1 : sGaussian p P Q = 1 := by
    have hf : (sGaussian p P Q - 1) * (sGaussian p P Q + 1) = 0 := by
      linear_combination he
    rcases mul_eq_zero.mp hf with h0 | h0 <;> linarith
  -- for p ≠ 0 the value 1 is taken only at the centre
  rw [sGaussian, Real.exp_eq_one_iff] at he1
  have hD := (mul_eq_zero.mp he1).resolve_left (neg_ne_zero.mpr hp)
  funext i
  have hi := (Finset.sum_eq_zero_iff_of_nonneg (fun i _ => sq_nonneg (Q i - P i))).mp hD i
    (Finset.mem_univ i)
  have hi' : Q i - P i = 0 := (pow_eq_zero_iff two_ne_zero).mp hi
  linarith
```

The quantity t of the derivation is `sGaussian p P Q`, the Gaussian centred at `P` and evaluated at `Q`. The hypotheses `h1` and `h2` are the comparisons at the two centres, K = L t and K t = L. The step `he` combines them and cancels K to give t² = 1. Factorising this as (t − 1)(t + 1) = 0 and using positivity leaves t = 1. The exponent must then vanish; since p ≠ 0, the sum of squares is zero, and so is each of its terms.

Together the two results identify the product centres of any set of positions, regular or not.

```lean
/-- For a positive exponent, the product centres of a set of equal-exponent Gaussians are
exactly the midpoints of pairs of their centres. -/
theorem productCentres_eq_midpoints {α : ℝ} (hα : 0 < α) (S : Set (Fin d → ℝ)) :
    productCentres α S = {P | ∃ A ∈ S, ∃ B ∈ S, P = fun i => (A i + B i) / 2} := by
  ext P
  constructor
  · rintro ⟨A, hA, B, hB, K, h⟩
    have h2 : 2 * α ≠ 0 := by positivity
    exact ⟨A, hA, B, hB, (centre_unique h2 (Real.exp_pos _).ne'
      fun r => (gaussian_product α A B r).symm.trans (h r)).symm⟩
  · rintro ⟨A, hA, B, hB, rfl⟩
    exact ⟨A, hA, B, hB, _, gaussian_product α A B⟩
```

In the first direction, a point `P` satisfying the definition is compared with the midpoint supplied by the product rule, and `centre_unique` makes them equal. In the other direction, the product rule itself provides the constant K. Positivity of α is the physical condition that the basis functions decay. The uniqueness argument needs only a nonzero exponent: at α = 0 every function is constant, and for d ≥ 1 any point would qualify as a centre of a nonempty set.

## Midpoints of a box, and their number

The statement about boxes is an equality of sets, stronger than a count: it says where the centres are.

```lean
/-- For a positive exponent, the product centres of Gaussians on a box of lattice points form
the box with half the spacing and twice as many intervals along each axis. -/
theorem productCentres_boxLattice {α : ℝ} (hα : 0 < α) (a : ℝ) (m : Fin d → ℕ) :
    productCentres α (boxLattice a m) = boxLattice (a / 2) (fun i => 2 * m i) := by
  rw [productCentres_eq_midpoints hα]
  ext P
  constructor
  · rintro ⟨A, ⟨k, hk, rfl⟩, B, ⟨l, hl, rfl⟩, rfl⟩
    refine ⟨fun i => k i + l i, fun i => ?_, ?_⟩
    · have h1 := hk i
      have h2 := hl i
      show k i + l i ≤ 2 * m i
      omega
    · funext i
      push_cast
      ring
  · rintro ⟨s, hs, rfl⟩
    -- split the index s into its lower and upper halves
    refine ⟨fun i => a * ((s i / 2 : ℕ) : ℝ), ⟨fun i => s i / 2, fun i => ?_, rfl⟩,
      fun i => a * (((s i + 1) / 2 : ℕ) : ℝ), ⟨fun i => (s i + 1) / 2, fun i => ?_, rfl⟩, ?_⟩
    · have h : s i ≤ 2 * m i := hs i
      show s i / 2 ≤ m i
      omega
    · have h : s i ≤ 2 * m i := hs i
      show (s i + 1) / 2 ≤ m i
      omega
    · funext i
      have h : s i / 2 + (s i + 1) / 2 = s i := by omega
      have h' : ((s i / 2 : ℕ) : ℝ) + (((s i + 1) / 2 : ℕ) : ℝ) = (s i : ℝ) := by
        rw [← Nat.cast_add, h]
      show a / 2 * (s i : ℝ) =
        (a * ((s i / 2 : ℕ) : ℝ) + a * (((s i + 1) / 2 : ℕ) : ℝ)) / 2
      linear_combination (-a / 2) * h'
```

The first half of the proof adds the indices `k i` and `l i` and checks that the sum is at most `2 * m i`. The second half starts from an index `s i` on the finer box (the letter denotes an integer here, not the s type of the Gaussian) and exhibits two points whose midpoint it labels. Division of natural numbers in Lean rounds down, so `s i / 2` and `(s i + 1) / 2` are the two floors used above. The tactic `omega` proves the bounds and the identity for their sum, and `linear_combination` transfers that identity to the real coordinates.

The number of points of a box is stated for nonzero spacing; at zero spacing all indices label the same point.

```lean
/-- A box of lattice points with nonzero spacing and `m i` intervals along axis `i` has
`∏ (m i + 1)` points. -/
theorem card_boxLattice {a : ℝ} (ha : a ≠ 0) (m : Fin d → ℕ) :
    (boxLattice a m).ncard = ∏ i, (m i + 1) := by
  have himg : boxLattice a m = (fun (k : Fin d → ℕ) (i : Fin d) => a * (k i : ℝ)) ''
      (↑(Fintype.piFinset fun i => Finset.range (m i + 1)) : Set (Fin d → ℕ)) := by
    ext P
    constructor
    · rintro ⟨k, hk, rfl⟩
      exact ⟨k, Finset.mem_coe.2 (Fintype.mem_piFinset.2 fun i =>
        Finset.mem_range.2 (Nat.lt_succ_of_le (hk i))), rfl⟩
    · rintro ⟨k, hk, rfl⟩
      exact ⟨k, fun i => Nat.le_of_lt_succ (Finset.mem_range.1
        (Fintype.mem_piFinset.1 (Finset.mem_coe.1 hk) i)), rfl⟩
  -- different indices give different points
  have hinj : Function.Injective (fun (k : Fin d → ℕ) (i : Fin d) => a * (k i : ℝ)) := by
    intro k l h
    funext i
    have h' : a * (k i : ℝ) = a * (l i : ℝ) := congrFun h i
    exact Nat.cast_injective (mul_left_cancel₀ ha h')
  rw [himg, Set.ncard_image_of_injective _ hinj, Set.ncard_coe_finset,
    Fintype.card_piFinset]
  simp only [Finset.card_range]
```

The box is written as the image of a finite set of index vectors. The map from indices to points is injective for a ≠ 0, so both sets have the same size, and the number of index vectors is the product of the numbers available on each axis. The function `ncard` returns 0 for an infinite set, but the values found here are positive, so these are genuine finite counts.

Applying this count to the box with half the spacing gives the number of product centres.

```lean
/-- Gaussians of one positive exponent on a box of lattice points with nonzero spacing and
`m i` intervals along axis `i` have exactly `∏ (2 m i + 1)` distinct product centres. -/
theorem card_productCentres_box {α a : ℝ} (hα : 0 < α) (ha : a ≠ 0) (m : Fin d → ℕ) :
    (productCentres α (boxLattice a m)).ncard = ∏ i, (2 * m i + 1) := by
  rw [productCentres_boxLattice hα, card_boxLattice (div_ne_zero ha two_ne_zero)]
```

The cubic grid is the special case with equal edges and unit spacing.

```lean
/-- For `n ≥ 1`, Gaussians of one positive exponent at all points of `{0, …, n-1}^d` have
exactly `(2n-1)^d` distinct product centres, while there are `n^(2d)` ordered pairs. -/
theorem card_productCentres_cubicGrid {α : ℝ} (hα : 0 < α) (d n : ℕ) (hn : 1 ≤ n) :
    ((productCentres α (cubicGrid d n)).ncard : ℤ) = (2 * (n : ℤ) - 1) ^ d ∧
      (cubicGrid d n ×ˢ cubicGrid d n).ncard = n ^ (2 * d) := by
  obtain ⟨m, rfl⟩ : ∃ m, n = m + 1 := ⟨n - 1, by omega⟩
  -- n points along an edge bound n - 1 intervals
  have hg : cubicGrid d (m + 1) = boxLattice 1 (fun _ => m) := by
    ext P
    simp only [cubicGrid, boxLattice, Set.mem_ofPred_eq, Nat.lt_add_one_iff, one_mul]
  constructor
  · rw [hg, card_productCentres_box hα one_ne_zero]
    simp only [Finset.prod_const, Finset.card_univ, Fintype.card_fin]
    push_cast
    congr 1
    ring
  · rw [Set.ncard_prod, hg, card_boxLattice one_ne_zero]
    simp only [Finset.prod_const, Finset.card_univ, Fintype.card_fin]
    rw [two_mul, pow_add]
```

The theorem has two parts. The first is the number of distinct centres, stated in the integers so that 2n − 1 is an ordinary subtraction. The second is the number of ordered pairs of grid points, including each point paired with itself. The proof writes n = m + 1 and recognises the grid as a box with m intervals along each axis; the factor 2m + 1 is then 2n − 1. The condition n ≥ 1 excludes the empty grid in positive dimension, which has no centres although the formula would give (−1)^d.

Practical molecular basis sets differ from this model in several ways: they usually contain several exponents and functions of higher angular momentum, and their centres are usually the nuclei, which need not lie on a grid. Different exponents alone already move the product centres. For positive exponents α and β the product of two s Gaussians is centred at (αA + βB)/(α + β), which for α ≠ β and A ≠ B is not the midpoint, so the count above applies to one exponent at a time and not to mixed pairs.

The last theorem bounds the number of centres by the size of the basis, for a box with any edge lengths. Its proof compares the factors 2m_i + 1 and 2(m_i + 1) axis by axis and then collects the d factors of 2.

```lean
/-- For a positive exponent and nonzero spacing, the number of distinct product centres on a
box of lattice points is at most `2^d` times the number of Gaussians. -/
theorem card_productCentres_le {α a : ℝ} (hα : 0 < α) (ha : a ≠ 0) (m : Fin d → ℕ) :
    (productCentres α (boxLattice a m)).ncard ≤ 2 ^ d * (boxLattice a m).ncard := by
  rw [card_productCentres_box hα ha, card_boxLattice ha]
  calc ∏ i, (2 * m i + 1) ≤ ∏ i, (2 * (m i + 1)) :=
        Finset.prod_le_prod (fun _ _ => Nat.zero_le _) (fun i _ => by omega)
    _ = 2 ^ d * ∏ i, (m i + 1) := by
        rw [Finset.prod_mul_distrib, Finset.prod_const, Finset.card_univ, Fintype.card_fin]

end

end GaussianProductCentres
```

```lean
#print axioms GaussianProductCentres.card_productCentres_cubicGrid
#print axioms GaussianProductCentres.card_productCentres_le
```

```
'GaussianProductCentres.card_productCentres_cubicGrid' depends on axioms: [propext, Classical.choice, Quot.sound]
'GaussianProductCentres.card_productCentres_le' depends on axioms: [propext, Classical.choice, Quot.sound]
```
